# Linear decrease of the distance to an eigenvalue crossing in a model saddle search

Let $z=(x,y)$ be the position of a walker, $r=\sqrt{x^2+y^2}$, and let $v$ be a unit lowest eigenvector of

$$H(z)=\begin{pmatrix}x&y\\y&-x\end{pmatrix}.$$

If the walker stays away from the origin on $[0,T)$ and moves by $z'=-(1-2vv^{\mathsf T})(a,b)$ with constants $a>0$ and $b$, then

$$r(t)=r(0)-at\quad(0\le t<T),\qquad T\le \frac{r(0)}{a}.$$

The two eigenvalues of $H$ are $\pm r$, so they cross at the origin. The walk cannot go on past time $r(0)/a$ without meeting that crossing. The bound is attained from every starting point with $r(0)>0$.

## Mode-following searches near a closing gap

In its simplest form, a mode-following saddle search reverses the gradient component along the lowest curvature mode and then descends. Practical dimer and eigenvector-following codes add further rules, such as steps scaled by the curvature or a different update where the lowest curvature is positive. The simple update relies on a well-defined lowest mode, which is lost when the two lowest eigenvalues meet. In the present two-dimensional model with constant gradient, the gap $2r$ closes at the constant rate $2a$, and this approach to the crossing is a property of the exact trajectory, not an error caused by a finite time step. An implementation of the update can be compared with the linear law, and a shrinking gap between the two lowest eigenvalues is a useful quantity to log.

The matrix $H(z)$ stands for the Hessian near the crossing, and the constants $(a,b)$ stand for the gradient there, taken as uniform. The condition $a>0$ fixes the direction of the gradient for which the walker is drawn inwards. Mobility and the slope of the matrix entries are set to one.

## From the eigenvector equations to the radial law

Write $v=(v_0,v_1)$ with $v_0^2+v_1^2=1$, and let $\mu$ be its eigenvalue:

$$xv_0+yv_1=\mu v_0,\qquad yv_0-xv_1=\mu v_1 .$$

Squaring and adding cancels the cross terms and gives $r^2=\mu^2$. Since $\mu$ is the lowest curvature, it is at most the curvature along each axis, so $\mu\le x$ and $\mu\le -x$. Hence $\mu\le0$ and $\mu=-r$.

Now multiply the first equation by $v_0$ and the second by $v_1$, and subtract:

$$x=-r(v_0^2-v_1^2)=r(1-2v_0^2).$$

Multiplying them by $v_1$ and $v_0$ instead, and adding, gives

$$y=-2rv_0v_1 .$$

For $r>0$ the reflection is therefore the matrix divided by the radius, $1-2vv^{\mathsf T}=H(z)/r$, and the equations of motion become

$$x'=-\frac{ax+by}{r},\qquad y'=-\frac{ay-bx}{r}.$$

It follows that

$$rr'=xx'+yy'=-\frac{ax^2+bxy+ay^2-bxy}{r}=-ar,$$

so $r'=-a$. The component $b$ turns the walker around the crossing but does not change its distance.

By the mean value theorem on $[0,t]$, $r(t)-r(0)=-at$. If $T$ were larger than $r(0)/a$, the time $t=r(0)/a$ would lie in $[0,T)$ and the radius would vanish there, against the assumption $z(t)\ne0$.

For attainment, take a start at distance $R>0$ and polar angle $\varphi$, and set

$$\rho=R-at,\qquad \theta=\varphi+\frac ba(\log R-\log\rho).$$

Then $\rho'=-a$ and $\theta'=b/\rho$. The curve $z=\rho(\cos\theta,\sin\theta)$ has the unit lowest mode $v=(-\sin(\theta/2),\cos(\theta/2))$, for which

$$1-2vv^{\mathsf T}=\begin{pmatrix}\cos\theta&\sin\theta\\\sin\theta&-\cos\theta\end{pmatrix}.$$

Differentiating the curve gives

$$z'=(-a\cos\theta-b\sin\theta,\,-a\sin\theta+b\cos\theta),$$

which is the prescribed velocity. The curve is a walk on $[0,R/a)$.

## The Lean source

```lean
import Mathlib

open Matrix Set

noncomputable section

namespace SaddleSearchCrossing

/-- The model Hessian `[[x, y], [y, -x]]` around an eigenvalue crossing at the origin. -/
def crossingHessian (z : Fin 2 → ℝ) : Matrix (Fin 2) (Fin 2) ℝ :=
  !![z 0, z 1; z 1, -z 0]

/-- The distance of the walker from the crossing. -/
def radius (z : Fin 2 → ℝ) : ℝ := √(z 0 ^ 2 + z 1 ^ 2)

/-- A unit eigenvector of `H` whose eigenvalue is a lower bound of the curvature
in every direction. -/
def IsLowestMode (H : Matrix (Fin 2) (Fin 2) ℝ) (v : Fin 2 → ℝ) : Prop :=
  v ⬝ᵥ v = 1 ∧ ∃ μ : ℝ, H *ᵥ v = μ • v ∧ ∀ w, μ * (w ⬝ᵥ w) ≤ w ⬝ᵥ (H *ᵥ w)

/-- The saddle-search velocity `-(1 - 2 v vᵀ) g`: the gradient `g` is reflected along
the mode `v`, and the walker descends the result. -/
def searchVelocity (v g : Fin 2 → ℝ) : Fin 2 → ℝ := -(g - (2 * (v ⬝ᵥ g)) • v)

/-- A saddle search on `[0, T)` with constant gradient `(a, b)` that follows the lowest mode
of the crossing Hessian and stays away from the crossing. -/
structure IsWalk (a b T : ℝ) (z v : ℝ → Fin 2 → ℝ) : Prop where
  cont : ContinuousOn z (Ico 0 T)
  ne_zero : ∀ t ∈ Ico 0 T, z t ≠ 0
  mode : ∀ t ∈ Ico 0 T, IsLowestMode (crossingHessian (z t)) (v t)
  motion : ∀ t ∈ Ioo 0 T, HasDerivAt z (searchVelocity (v t) ![a, b]) t

/-- The crossing Hessian applied to a vector, in components. -/
theorem crossingHessian_mulVec (z w : Fin 2 → ℝ) :
    crossingHessian z *ᵥ w = ![z 0 * w 0 + z 1 * w 1, z 1 * w 0 - z 0 * w 1] := by
  ext i
  fin_cases i <;>
    simp [crossingHessian, Matrix.mulVec, dotProduct, Fin.sum_univ_two, sub_eq_add_neg]

/-- The saddle-search velocity in components. -/
theorem searchVelocity_apply (v : Fin 2 → ℝ) (a b : ℝ) :
    searchVelocity v ![a, b] = ![-(a - 2 * (v 0 * a + v 1 * b) * v 0),
      -(b - 2 * (v 0 * a + v 1 * b) * v 1)] := by
  refine funext (Fin.forall_fin_two.2 ⟨?_, ?_⟩)
  · change -(a - 2 * (v ⬝ᵥ ![a, b]) * v 0) = -(a - 2 * (v 0 * a + v 1 * b) * v 0)
    simp [dotProduct, Fin.sum_univ_two]
  · change -(b - 2 * (v ⬝ᵥ ![a, b]) * v 1) = -(b - 2 * (v 0 * a + v 1 * b) * v 1)
    simp [dotProduct, Fin.sum_univ_two]

/-- A lowest mode of the crossing Hessian has eigenvalue minus the distance to the crossing. -/
theorem lowest_eigenvalue {z v : Fin 2 → ℝ} (h : IsLowestMode (crossingHessian z) v) :
    crossingHessian z *ᵥ v = (-radius z) • v := by
  obtain ⟨hn, μ, he, hmin⟩ := h
  have he' := he
  rw [crossingHessian_mulVec] at he'
  have e0 : z 0 * v 0 + z 1 * v 1 = μ * v 0 := congrFun he' 0
  have e1 : z 1 * v 0 - z 0 * v 1 = μ * v 1 := congrFun he' 1
  rw [dotProduct, Fin.sum_univ_two] at hn
  -- curvatures along the two axes are opposite, so the lowest one is not positive
  have m0 := hmin ![1, 0]
  have m1 := hmin ![0, 1]
  simp [dotProduct, Fin.sum_univ_two] at m0 m1
  simp [crossingHessian] at m0 m1
  have hsq : z 0 ^ 2 + z 1 ^ 2 = μ ^ 2 := by
    linear_combination (z 0 * v 0 + z 1 * v 1 + μ * v 0) * e0
      + (z 1 * v 0 - z 0 * v 1 + μ * v 1) * e1 - (z 0 ^ 2 + z 1 ^ 2 - μ ^ 2) * hn
  have hr : radius z = -μ := by
    rw [radius, hsq, Real.sqrt_sq_eq_abs, abs_of_nonpos (by linarith)]
  rw [hr, neg_neg]
  exact he

/-- Away from the crossing, the walker's distance to it shrinks at the rate `a`,
whatever the gradient component `b`. -/
theorem radius_rate {a b t : ℝ} {z : ℝ → Fin 2 → ℝ} {v : Fin 2 → ℝ} (hz : z t ≠ 0)
    (hv : IsLowestMode (crossingHessian (z t)) v)
    (hd : HasDerivAt z (searchVelocity v ![a, b]) t) :
    HasDerivAt (fun s => radius (z s)) (-a) t := by
  have hpos : 0 < z t 0 ^ 2 + z t 1 ^ 2 := by
    by_contra h
    have h' := not_lt.mp h
    have h0 : z t 0 ^ 2 = 0 := by nlinarith [sq_nonneg (z t 0), sq_nonneg (z t 1)]
    have h1 : z t 1 ^ 2 = 0 := by nlinarith [sq_nonneg (z t 0), sq_nonneg (z t 1)]
    exact hz (funext (Fin.forall_fin_two.2
      ⟨(pow_eq_zero_iff two_ne_zero).1 h0, (pow_eq_zero_iff two_ne_zero).1 h1⟩))
  have hr : 0 < radius (z t) := Real.sqrt_pos.2 hpos
  have he := lowest_eigenvalue hv
  rw [crossingHessian_mulVec] at he
  have e0 : z t 0 * v 0 + z t 1 * v 1 = -radius (z t) * v 0 := congrFun he 0
  have e1 : z t 1 * v 0 - z t 0 * v 1 = -radius (z t) * v 1 := congrFun he 1
  have hn := hv.1
  rw [dotProduct, Fin.sum_univ_two] at hn
  -- the reflection `1 - 2 v vᵀ` is the Hessian divided by the radius
  have k1 : radius (z t) * (1 - 2 * v 0 ^ 2) = z t 0 := by
    linear_combination -v 0 * e0 + v 1 * e1 - (radius (z t) - z t 0) * hn
  have k2 : radius (z t) * (2 * v 0 * v 1) = -z t 1 := by
    linear_combination v 1 * e0 + v 0 * e1 - z t 1 * hn
  rw [searchVelocity_apply] at hd
  have h0 : HasDerivAt (fun s => z s 0) (-(a - 2 * (v 0 * a + v 1 * b) * v 0)) t :=
    hasDerivAt_pi.mp hd 0
  have h1 : HasDerivAt (fun s => z s 1) (-(b - 2 * (v 0 * a + v 1 * b) * v 1)) t :=
    hasDerivAt_pi.mp hd 1
  have hs : HasDerivAt (fun s => z s 0 ^ 2 + z s 1 ^ 2) (-2 * a * radius (z t)) t := by
    simp only [pow_two]
    refine ((h0.fun_mul h0).fun_add (h1.fun_mul h1)).congr_deriv ?_
    linear_combination 2 * (a - 2 * (v 0 * a + v 1 * b) * v 0) * k1
      - 2 * (b - 2 * (v 0 * a + v 1 * b) * v 1) * k2
      - 8 * radius (z t) * v 0 * (v 0 * a + v 1 * b) * hn
  refine HasDerivAt.congr_deriv (hs.sqrt hpos.ne') ?_
  change -2 * a * radius (z t) / (2 * radius (z t)) = -a
  rw [div_eq_iff (by positivity)]
  ring

/-- For `a > 0`, the distance of a walk on `[0, T)` to the crossing falls linearly, `r(t) = r(0) - a
t`, and `T` is at most `r(0) / a`. -/
theorem trapped_by_crossing {a b T : ℝ} {z v : ℝ → Fin 2 → ℝ} (ha : 0 < a)
    (W : IsWalk a b T z v) :
    (∀ t ∈ Ico 0 T, radius (z t) = radius (z 0) - a * t) ∧ T ≤ radius (z 0) / a := by
  have hc : Continuous radius := by
    unfold radius
    fun_prop
  have law : ∀ t ∈ Ico 0 T, radius (z t) = radius (z 0) - a * t := by
    intro t ht
    rcases ht.1.eq_or_lt with h | h
    · rw [← h]; ring
    -- mean value theorem with constant slope `-a`
    obtain ⟨c, -, hslope⟩ := exists_hasDerivAt_eq_slope (fun s => radius (z s))
      (fun _ => -a) h
      (hc.comp_continuousOn (W.cont.mono fun s hs => ⟨hs.1, hs.2.trans_lt ht.2⟩))
      (fun s hs => radius_rate (W.ne_zero s ⟨hs.1.le, hs.2.trans ht.2⟩)
        (W.mode s ⟨hs.1.le, hs.2.trans ht.2⟩) (W.motion s ⟨hs.1, hs.2.trans ht.2⟩))
    rw [eq_div_iff (by linarith)] at hslope
    linarith
  refine ⟨law, ?_⟩
  by_contra hT
  have hmem : radius (z 0) / a ∈ Ico 0 T :=
    ⟨div_nonneg (Real.sqrt_nonneg _) ha.le, not_le.mp hT⟩
  have hzero := law _ hmem
  rw [mul_div_cancel₀ _ ha.ne', sub_self] at hzero
  -- a vanishing radius means that the walker sits on the crossing
  have hs := (Real.sqrt_eq_zero (by positivity)).1 hzero
  have p0 := sq_nonneg (z (radius (z 0) / a) 0)
  have p1 := sq_nonneg (z (radius (z 0) / a) 1)
  have q0 : z (radius (z 0) / a) 0 ^ 2 = 0 := by linarith
  have q1 : z (radius (z 0) / a) 1 ^ 2 = 0 := by linarith
  exact W.ne_zero _ hmem (funext (Fin.forall_fin_two.2
    ⟨(pow_eq_zero_iff two_ne_zero).1 q0, (pow_eq_zero_iff two_ne_zero).1 q1⟩))

/-- The polar angle of the spiral that starts at distance `R` and angle `φ`. -/
def angle (a b R φ t : ℝ) : ℝ := φ + b / a * (Real.log R - Real.log (R - a * t))

/-- The spiral with radius `R - a t` and the polar angle `angle`. -/
def spiral (a b R φ t : ℝ) : Fin 2 → ℝ :=
  ![(R - a * t) * Real.cos (angle a b R φ t), (R - a * t) * Real.sin (angle a b R φ t)]

/-- The unit vector that turns by half the polar angle of the spiral. -/
def spiralMode (a b R φ t : ℝ) : Fin 2 → ℝ :=
  ![-Real.sin (angle a b R φ t / 2), Real.cos (angle a b R φ t / 2)]

/-- The time bound is attained: for `a > 0`, any `b` and any starting point `(R cos φ, R sin φ)`
with `R > 0`, the spiral is a walk of duration exactly `R / a`. -/
theorem spiral_witness {a R : ℝ} (b φ : ℝ) (ha : 0 < a) (hR : 0 < R) :
    IsWalk a b (R / a) (spiral a b R φ) (spiralMode a b R φ) ∧
      spiral a b R φ 0 = ![R * Real.cos φ, R * Real.sin φ] ∧ 0 < R / a := by
  have pos : ∀ t, t < R / a → 0 < R - a * t := fun t ht => by
    have := (lt_div_iff₀ ha).1 ht
    linarith
  have hC : ∀ θ : ℝ, Real.cos θ = 2 * Real.cos (θ / 2) ^ 2 - 1 := fun θ => by
    rw [← Real.cos_two_mul, mul_div_cancel₀ θ two_ne_zero]
  have hS : ∀ θ : ℝ, Real.sin θ = 2 * Real.sin (θ / 2) * Real.cos (θ / 2) := fun θ => by
    rw [← Real.sin_two_mul, mul_div_cancel₀ θ two_ne_zero]
  have motion : ∀ t, t < R / a → HasDerivAt (spiral a b R φ)
      (searchVelocity (spiralMode a b R φ t) ![a, b]) t := by
    intro t ht
    have hne := (pos t ht).ne'
    have hρ : HasDerivAt (fun s => R - a * s) (-a) t := by
      simpa using ((hasDerivAt_id t).const_mul a).const_sub R
    have hθ : HasDerivAt (angle a b R φ) (b / (R - a * t)) t := by
      refine HasDerivAt.congr_deriv
        ((((hρ.log hne).const_sub (Real.log R)).const_mul (b / a)).const_add φ) ?_
      rw [neg_div, neg_neg]
      field_simp
    have hb : (R - a * t) * (b / (R - a * t)) = b := mul_div_cancel₀ b hne
    have c := hC (angle a b R φ t)
    have s := hS (angle a b R φ t)
    have u := Real.sin_sq_add_cos_sq (angle a b R φ t / 2)
    rw [searchVelocity_apply, hasDerivAt_pi, Fin.forall_fin_two]
    refine ⟨(hρ.fun_mul hθ.cos).congr_deriv ?_, (hρ.fun_mul hθ.sin).congr_deriv ?_⟩
    · simp only [spiralMode, Matrix.cons_val_zero, Matrix.cons_val_one]
      linear_combination -Real.sin (angle a b R φ t) * hb - a * c - b * s - 2 * a * u
    · simp only [spiralMode, Matrix.cons_val_zero, Matrix.cons_val_one]
      linear_combination Real.cos (angle a b R φ t) * hb - a * s + b * c
  refine ⟨⟨fun t ht => (motion t ht.2).continuousAt.continuousWithinAt, ?_, ?_,
    fun t ht => motion t ht.2⟩, by simp [spiral, angle], div_pos hR ha⟩
  · intro t ht h
    have h0 : (R - a * t) * Real.cos (angle a b R φ t) = 0 := congrFun h 0
    have h1 : (R - a * t) * Real.sin (angle a b R φ t) = 0 := congrFun h 1
    have u := Real.sin_sq_add_cos_sq (angle a b R φ t)
    have hsq : (R - a * t) ^ 2 = 0 := by
      linear_combination (R - a * t) * Real.cos (angle a b R φ t) * h0
        + (R - a * t) * Real.sin (angle a b R φ t) * h1 - (R - a * t) ^ 2 * u
    exact (pow_pos (pos t ht.2) 2).ne' hsq
  · intro t ht
    have hp := (pos t ht.2).le
    unfold spiral spiralMode
    generalize R - a * t = ρ at hp ⊢
    generalize angle a b R φ t = θ
    have c := hC θ
    have s := hS θ
    have u := Real.sin_sq_add_cos_sq (θ / 2)
    refine ⟨?_, -ρ, ?_, fun w => ?_⟩
    · rw [dotProduct, Fin.sum_univ_two]
      change -Real.sin (θ / 2) * -Real.sin (θ / 2) + Real.cos (θ / 2) * Real.cos (θ / 2) = 1
      linear_combination u
    · rw [crossingHessian_mulVec]
      refine funext (Fin.forall_fin_two.2 ⟨?_, ?_⟩)
      · change ρ * Real.cos θ * -Real.sin (θ / 2) + ρ * Real.sin θ * Real.cos (θ / 2)
          = -ρ * -Real.sin (θ / 2)
        linear_combination -ρ * Real.sin (θ / 2) * c + ρ * Real.cos (θ / 2) * s
      · change ρ * Real.sin θ * -Real.sin (θ / 2) - ρ * Real.cos θ * Real.cos (θ / 2)
          = -ρ * Real.cos (θ / 2)
        linear_combination -ρ * Real.sin (θ / 2) * s - ρ * Real.cos (θ / 2) * c
          - 2 * ρ * Real.cos (θ / 2) * u
    · -- the excess curvature is a perfect square
      rw [crossingHessian_mulVec, dotProduct, dotProduct, Fin.sum_univ_two, Fin.sum_univ_two]
      change -ρ * (w 0 * w 0 + w 1 * w 1) ≤
        w 0 * (ρ * Real.cos θ * w 0 + ρ * Real.sin θ * w 1)
          + w 1 * (ρ * Real.sin θ * w 0 - ρ * Real.cos θ * w 1)
      have q := mul_nonneg hp (sq_nonneg (Real.cos (θ / 2) * w 0 + Real.sin (θ / 2) * w 1))
      have k : w 0 * (ρ * Real.cos θ * w 0 + ρ * Real.sin θ * w 1)
          + w 1 * (ρ * Real.sin θ * w 0 - ρ * Real.cos θ * w 1)
          - -ρ * (w 0 * w 0 + w 1 * w 1)
          = 2 * (ρ * (Real.cos (θ / 2) * w 0 + Real.sin (θ / 2) * w 1) ^ 2) := by
        linear_combination ρ * (w 0 ^ 2 - w 1 ^ 2) * c + 2 * ρ * w 0 * w 1 * s
          - 2 * ρ * w 1 ^ 2 * u
      linarith

end SaddleSearchCrossing
```

```lean
#print axioms SaddleSearchCrossing.trapped_by_crossing
-- 'SaddleSearchCrossing.trapped_by_crossing' depends on axioms: [propext, Classical.choice, Quot.sound]
```

## What a walk means in the file

Positions, modes and gradients are functions `Fin 2 → ℝ`, so `z 0` and `z 1` are $x$ and $y$. The Euclidean distance is written out in `radius`, because Mathlib's norm on this function type is the maximum norm.

`IsLowestMode` requires a unit vector, an eigenvalue equation, and the inequality $\mu\,w\cdot w\le w\cdot Hw$ for every $w$. `searchVelocity` is the reflected descent direction. `IsWalk` collects the conditions on a trajectory: continuity, avoidance of the origin and the lowest-mode property on $[0,T)$, and the equation of motion on $(0,T)$. No derivative is required at the starting time. The mode may change sign from one instant to the next, since only $vv^{\mathsf T}$ enters the velocity.

`trapped_by_crossing` states the linear law and the time bound for every such walk with $a>0$. `spiral_witness` states that the spiral is a walk of duration exactly $R/a$, for any $R>0$, $\varphi$ and $b$, and that it starts at the prescribed point.

## How the proof follows the algebra

`lowest_eigenvalue` establishes $\mu=-r$. It tests the curvature inequality on the two axes, and `linear_combination` verifies $r^2=\mu^2$ from the eigenvector equations and the normalisation.

`radius_rate` proves $r'=-a$, for either sign of $a$. Its steps `k1` and `k2` are the two formulas for the entries of the reflection. It then differentiates $x^2+y^2$, obtains $-2ar$, and applies the derivative of the square root, which is allowed because $r>0$.

`trapped_by_crossing` uses the mean value theorem under the name `exists_hasDerivAt_eq_slope`, and then the contradiction at $t=r(0)/a$.

In `spiral_witness`, the half-angle formulas reduce the equation of motion and the eigenvector equation to polynomial identities. The lowest-mode inequality follows from a perfect square:

$$w\cdot Hw+\rho\,w\cdot w=2\rho\left(\cos\tfrac\theta2\,w_0+\sin\tfrac\theta2\,w_1\right)^2\ge0 .$$

## Limits of the bound for a real search

The theorem concerns exact motion in continuous time. A code with finite steps can jump over the crossing, and one with an approximate mode follows a different equation. The theorem does not say what happens at the crossing, nor that every walk can be extended until it gets there: a walk may simply be a short segment. It also covers only this pattern of matrix entries, and other linear crossings can have a different radial law.

The matrix $H(z)$ is moreover not the full Hessian of any potential in the coordinates $(x,y)$, because its entries give conflicting values for the third derivative $V_{xyy}$. It is the traceless part of one. An actual energy whose Hessian has this traceless part, and whose two curvatures both vanish at the crossing, is

$$V=ax+by+\tfrac12(x^3+xy^2),$$

whose Hessian is $2x\,\mathbf 1+H(z)$. The added multiple of the identity shifts both eigenvalues and leaves the lowest mode unchanged, but the gradient now varies with position. Since $H(z)z=(r^2,0)$, the radial rate is minus the first gradient component:

$$r'=-a-\tfrac12(3x^2+y^2)\le -a .$$

For this energy the linear law becomes the inequality $r(t)\le r(0)-at$, and the bound $T\le r(0)/a$ survives. If the two curvatures meet at a value $c\ne0$ instead, the energy has the extra term $\tfrac c2(x^2+y^2)$, the radial rate gains the term $-cx$, and $r'\le-a$ can fail. These variants are argued here in prose only; the file treats the constant gradient.
